# For positive 1/n³ coupling on a chain, the exciton's long-wavelength mass is negative and tends to zero as the coupling's cutoff grows

The theorem `fittedMass_collapse` concerns the exciton band E(Q) = 2J Σ cos(nQ)/n³ of a chain with unit spacing and ħ = 1, where J > 0 and the sum runs over neighbours n = 1 to R. A mass is fitted by passing the parabola E(0) + Q²/(2m) through the band at wave number Q, and `m R` is assumed to be the limit of this mass as Q tends to zero with R ≥ 1 fixed. The theorem states that every such `m R` is negative and that `m R` tends to zero as R grows. The attempt first shows that `m R` is −1/(2J(1 + 1/2 + … + 1/R)), by inverting the limit of (E(0) − E(Q))/Q² and using the uniqueness of limits, and then uses the divergence of the harmonic numbers.

This version doesn't compile in Lean 4 with Mathlib:

```lean
import Mathlib

open Filter Topology

namespace FittedMassCollapse

noncomputable section

/-- Exciton band of a chain with unit spacing and coupling `J / n ^ 3`, cut off after the
`R`-th neighbour; the summation index `n` stands for the neighbour at distance `n + 1`. -/
def band (J : ℝ) (R : ℕ) (Q : ℝ) : ℝ :=
  2 * J * ∑ n ∈ Finset.range R, Real.cos (((n : ℝ) + 1) * Q) / ((n : ℝ) + 1) ^ 3

/-- Mass `m` of the parabola `E 0 + Q ^ 2 / (2 * m)` fitted to a band `E` at the wave number
`Q` (units with `ħ = 1`), for `E Q ≠ E 0`. -/
def fittedMass (E : ℝ → ℝ) (Q : ℝ) : ℝ := Q ^ 2 / (2 * (E Q - E 0))

/-- The harmonic number is the sum of the inverse distances of the first `R` neighbours. -/
theorem harmonic_cast (R : ℕ) :
    (harmonic R : ℝ) = ∑ n ∈ Finset.range R, 1 / ((n : ℝ) + 1) := by
  simp [harmonic]

/-- The harmonic numbers grow without bound. -/
theorem tendsto_harmonic : Tendsto (fun R : ℕ => (harmonic R : ℝ)) atTop atTop :=
  tendsto_atTop_mono (fun n => log_add_one_le_harmonic n)
    (Real.tendsto_log_atTop.comp
      (tendsto_natCast_atTop_atTop.comp (tendsto_add_atTop_nat 1)))

/-- The quotient `(1 - cos (a * Q)) / Q ^ 2` tends to `a ^ 2 / 2` as `Q` tends to zero. -/
theorem tendsto_one_sub_cos (a : ℝ) :
    Tendsto (fun Q : ℝ => (1 - Real.cos (a * Q)) / Q ^ 2) (𝓝[≠] 0) (𝓝 (a ^ 2 / 2)) := by
  have h : HasDerivAt (fun Q : ℝ => Real.sin (a / 2 * Q)) (a / 2) 0 :=
    (((hasDerivAt_id (0 : ℝ)).const_mul (a / 2)).sin).congr_deriv (by simp)
  have h3 := ((hasDerivAt_iff_tendsto_slope_zero.mp h).pow 2).const_mul 2
  rw [show a ^ 2 / 2 = 2 * (a / 2) ^ 2 by ring]
  refine h3.congr fun Q => ?_
  -- half-angle formula
  have hc : Real.cos (a * Q) = 1 - 2 * Real.sin (a / 2 * Q) ^ 2 := by
    rw [show a * Q = 2 * (a / 2 * Q) by ring, Real.cos_two_mul, Real.cos_sq']
    ring
  rw [hc]
  simp only [zero_add, mul_zero, Real.sin_zero, sub_zero, smul_eq_mul]
  ring

/-- The energy drop away from `Q = 0` is a sum of one contribution per neighbour. -/
theorem band_drop (J : ℝ) (R : ℕ) (Q : ℝ) :
    band J R 0 - band J R Q = 2 * J * ∑ n ∈ Finset.range R,
      (1 - Real.cos (((n : ℝ) + 1) * Q)) / ((n : ℝ) + 1) ^ 3 := by
  simp only [band, mul_zero, Real.cos_zero, sub_div, Finset.sum_sub_distrib, mul_sub]

/-- With the coupling cut off after `R` neighbours, `(E(0) - E(Q)) / Q ^ 2` tends to
`J * (1 + 1/2 + ... + 1/R)` as `Q` tends to zero. -/
theorem band_curvature (J : ℝ) (R : ℕ) :
    Tendsto (fun Q => (band J R 0 - band J R Q) / Q ^ 2) (𝓝[≠] 0)
      (𝓝 (J * (harmonic R : ℝ))) := by
  have h : Tendsto (fun Q : ℝ => 2 * J * ∑ n ∈ Finset.range R,
      ((1 - Real.cos (((n : ℝ) + 1) * Q)) / Q ^ 2) / ((n : ℝ) + 1) ^ 3) (𝓝[≠] 0)
      (𝓝 (2 * J * ∑ n ∈ Finset.range R, (((n : ℝ) + 1) ^ 2 / 2) / ((n : ℝ) + 1) ^ 3)) :=
    (tendsto_finsetSum _ fun n _ => (tendsto_one_sub_cos _).div_const _).const_mul _
  have e : J * (harmonic R : ℝ) =
      2 * J * ∑ n ∈ Finset.range R, (((n : ℝ) + 1) ^ 2 / 2) / ((n : ℝ) + 1) ^ 3 := by
    rw [harmonic_cast, Finset.mul_sum, Finset.mul_sum]
    refine Finset.sum_congr rfl fun n _ => ?_
    have hn : (n : ℝ) + 1 ≠ 0 := by positivity
    field_simp
  rw [e]
  refine h.congr fun Q => ?_
  rw [band_drop, mul_div_assoc, Finset.sum_div]
  congr 1
  exact Finset.sum_congr rfl fun n _ => div_right_comm _ _ _

/-- For `J > 0`, let `m R` be the long-wavelength limit of the mass fitted to the band with
cutoff `R ≥ 1`. These masses are negative and tend to zero as the cutoff grows. -/
theorem fittedMass_collapse {J : ℝ} (hJ : 0 < J) (m : ℕ → ℝ)
    (hm : ∀ R ≥ 1, Tendsto (fittedMass (band J R)) (𝓝[≠] 0) (𝓝 (m R))) :
    (∀ R ≥ 1, m R < 0) ∧ Tendsto m atTop (𝓝 0) := by
  have hpos : ∀ R ≥ 1, 0 < 2 * (J * (harmonic R : ℝ)) := fun R hR =>
    mul_pos two_pos (mul_pos hJ (by exact_mod_cast harmonic_pos (by omega)))
  -- the limit is minus the inverse of twice the curvature
  have key : ∀ R ≥ 1, m R = -(2 * (J * (harmonic R : ℝ)))⁻¹ := by
    intro R hR
    have h := (((band_curvature J R).const_mul 2).inv₀ (hpos R hR).ne').neg
    refine tendsto_nhds_unique (hm R hR) (h.congr fun Q => ?_)
    rw [fittedMass, ← neg_sub (band J R 0) (band J R Q)]
    generalize band J R 0 - band J R Q = d
    ring
  refine ⟨fun R hR => ?_, ?_⟩
  · rw [key R hR]
    exact neg_lt_zero.mpr (inv_pos.mpr (hpos R hR))
  · have h := ((tendsto_harmonic.const_mul_atTop hJ).const_mul_atTop
      (two_pos : (0 : ℝ) < 2)).inv_tendsto_atTop.neg
    rw [neg_zero] at h
    refine h.congr' ?_
    filter_upwards [eventually_ge_atTop 1] with R hR
    exact (key R hR).symm

end

end FittedMassCollapse
```

Messages:

```
Try this:
  [apply] ring_nf
  
  The `ring` tactic failed to close the goal. Use `ring_nf` to obtain a normal form.
    
  Note that `ring` works primarily in *commutative* rings. If you have a noncommutative ring, abelian group or module, consider using `noncomm_ring`, `abel` or `module` instead.
Main.lean:80:63: error: unsolved goals
J : ℝ
hJ : 0 < J
m : ℕ → ℝ
hm : ∀ R ≥ 1, Tendsto (fittedMass (band J R)) (𝓝[≠] 0) (𝓝 (m R))
hpos : ∀ R ≥ 1, 0 < 2 * (J * ↑(harmonic R))
R : ℕ
hR : R ≥ 1
h : Tendsto (fun x => -(2 * ((band J R 0 - band J R x) / x ^ 2))⁻¹) (𝓝[≠] 0) (𝓝 (-(2 * (J * ↑(harmonic R)))⁻¹))
Q d : ℝ
⊢ d⁻¹ * Q⁻¹⁻¹ ^ 2 * (-1 / 2) = Q ^ 2 * d⁻¹ * (-1 / 2)
```

Diagnosis. The error lies in the proof of `key`, where the expression whose limit is known must be matched with the fitted mass. With `d` standing for E(0) − E(Q), the goal is `-(2 * (d / Q ^ 2))⁻¹ = Q ^ 2 / (2 * -d)`. This is true, even at `Q = 0` or `d = 0` under Lean's convention for division by zero, but `ring` fails to prove it. In the goal it leaves, the two sides differ only in that one has `Q⁻¹⁻¹ ^ 2` and the other `Q ^ 2`: `ring` has not reduced the double inverse to `Q`.

The repair replaces `ring` with explicit rewrites. Reversed, `mul_div_assoc` turns `2 * (d / Q ^ 2)` into `2 * d / Q ^ 2`, and `inv_div` then inverts this fraction by swapping numerator and denominator, so no double inverse arises. On the other side, `mul_neg` and `div_neg` bring the minus sign to the front. Both sides are then `-(Q ^ 2 / (2 * d))`, and `rw` closes the goal by reflexivity.

The changed comment has no effect on compilation, but it corrects a misuse of "curvature". The band's curvature at Q = 0 is the second derivative E''(0) = −2J(1 + 1/2 + … + 1/R), and the limiting mass is its inverse, not minus the inverse of twice it.

The repair, with which the file compiles:

```diff
@@ -77,5 +77,5 @@
   have hpos : ∀ R ≥ 1, 0 < 2 * (J * (harmonic R : ℝ)) := fun R hR =>
     mul_pos two_pos (mul_pos hJ (by exact_mod_cast harmonic_pos (by omega)))
-  -- the limit is minus the inverse of twice the curvature
+  -- the limit is minus the inverse of `2 * (J * harmonic R)`
   have key : ∀ R ≥ 1, m R = -(2 * (J * (harmonic R : ℝ)))⁻¹ := by
     intro R hR
@@ -84,5 +84,5 @@
     rw [fittedMass, ← neg_sub (band J R 0) (band J R Q)]
     generalize band J R 0 - band J R Q = d
-    ring
+    rw [← mul_div_assoc, inv_div, mul_neg, div_neg]
   refine ⟨fun R hR => ?_, ?_⟩
   · rw [key R hR]
```
